# Every finite-dimensional complex irreducible representation of G × H is an outer product of irreducibles

A: Let V be a finite-dimensional complex irreducible representation of G × H, for any groups G and H. Then V ≅ V₁ ⊗ V₂, with V₁ irreducible under G and V₂ irreducible under H. Here a species means a complex irreducible representation, up to isomorphism. The molecular point group D₆ₕ = D₆ × Cᵢ is finite, so all its species are finite-dimensional, and each is a D₆ species with a label g or u.

Q: My representations are invertible, often unitary matrices. What are yours?

A: Homomorphisms `ρ : G × H →* End ℂ V`. Inverses in the group make the operators invertible; unitarity isn't needed. `IsIrreducible` says that the space is nonzero and that its only stable subspaces are 0 and itself.

```lean
import Mathlib

open scoped TensorProduct
open Module

namespace ProductGroupSpecies

noncomputable section

universe u
variable {ι G H : Type*} [Group G] [Group H]
variable {V V₁ W : Type u} [AddCommGroup V] [Module ℂ V] [AddCommGroup V₁] [Module ℂ V₁]
  [AddCommGroup W] [Module ℂ W]

/-- A subspace is stable when every operator of the family maps it into itself. -/
def Stable (A : ι → End ℂ V) (U : Submodule ℂ V) : Prop := ∀ i, ∀ v ∈ U, A i v ∈ U

/-- A family of operators is irreducible when the space is nonzero and its only stable
subspaces are 0 and the whole space. -/
def IsIrreducible (A : ι → End ℂ V) : Prop :=
  Nontrivial V ∧ ∀ U : Submodule ℂ V, Stable A U → U = ⊥ ∨ U = ⊤
```

Q: The product of two species of one group can be reducible. Why not here?

A: Here g and h vary independently: (g, h) acts as σ(g) ⊗ τ(h). That is `outerProduct`; `subrep` restricts a representation to a stable subspace.

```lean
/-- The outer product of representations of `G` and `H`: the pair `(g, h)` acts on the tensor
product as `σ g ⊗ τ h`. -/
def outerProduct (σ : G →* End ℂ V₁) (τ : H →* End ℂ W) : G × H →* End ℂ (V₁ ⊗[ℂ] W) where
  toFun x := TensorProduct.map (σ x.1) (τ x.2)
  map_one' := TensorProduct.ext' fun v w => by simp
  map_mul' x y := TensorProduct.ext' fun v w => by simp [Module.End.mul_apply]

/-- The restriction of a representation to a stable subspace. -/
def subrep (ρ : G →* End ℂ V) (M : Submodule ℂ V) (hM : Stable (⇑ρ) M) : G →* End ℂ M where
  toFun g := (ρ g).restrict (hM g)
  map_one' := LinearMap.ext fun v => Subtype.ext (by
    change ρ 1 v.1 = v.1
    rw [map_one]; rfl)
  map_mul' g h := LinearMap.ext fun v => Subtype.ext (by
    change ρ (g * h) v.1 = ρ g (ρ h v.1)
    rw [map_mul]; rfl)
```

Q: What does the independence buy you?

A: A lemma: if V₁ and W are finite-dimensional and V₁ is irreducible under G, any nonzero subspace K of V₁ ⊗ W stable under all σ(g) ⊗ 1 contains V₁ ⊗ w for some w ≠ 0. Take a basis bᵢ of W and expand

t = Σᵢ pᵢ(t) ⊗ bᵢ.

The maps pᵢ, called `component (b.coord i)`, commute with G. Inside K, choose a nonzero stable subspace M of least dimension; Lean gets a minimal one from well-foundedness.

```lean
/-- The component of a tensor in `V₁ ⊗ W` along a linear functional on `W`. -/
def component (f : W →ₗ[ℂ] ℂ) : V₁ ⊗[ℂ] W →ₗ[ℂ] V₁ :=
  (TensorProduct.rid ℂ V₁).toLinearMap ∘ₗ LinearMap.lTensor V₁ f

/-- Taking components commutes with operators that act on the first factor only. -/
theorem component_map (f : W →ₗ[ℂ] ℂ) (A : End ℂ V₁) (t : V₁ ⊗[ℂ] W) :
    component f (TensorProduct.map A LinearMap.id t) = A (component f t) := by
  induction t using TensorProduct.induction_on with
  | zero => simp
  | tmul v w => simp [component]
  | add a b ha hb => simp only [map_add, ha, hb]

/-- A tensor is the sum of its components along a finite basis of the second factor, each tensored
with the corresponding basis vector. -/
theorem sum_component {n : ℕ} (b : Basis (Fin n) ℂ W) (t : V₁ ⊗[ℂ] W) :
    t = ∑ i, component (b.coord i) t ⊗ₜ[ℂ] b i := by
  induction t using TensorProduct.induction_on with
  | zero => simp
  | tmul v w =>
    have h : ∀ i, component (b.coord i) (v ⊗ₜ[ℂ] w) = b.repr w i • v := fun i => by
      simp [component]
    simp only [h, TensorProduct.smul_tmul]
    rw [← TensorProduct.tmul_sum, b.sum_repr]
  | add x y hx hy =>
    simp only [map_add, TensorProduct.add_tmul, Finset.sum_add_distrib]
    rw [← hx, ← hy]

/-- In a finite-dimensional space, every nonzero stable subspace contains a minimal nonzero stable
subspace. -/
theorem exists_minimal [FiniteDimensional ℂ V] (A : ι → End ℂ V) (K : Submodule ℂ V)
    (hK : Stable A K) (h0 : K ≠ ⊥) : ∃ M : Submodule ℂ V, M ≤ K ∧ M ≠ ⊥ ∧ Stable A M ∧
      ∀ U : Submodule ℂ V, U ≤ M → Stable A U → U = ⊥ ∨ U = M := by
  obtain ⟨M, ⟨hMK, hM0, hMs⟩, hmin⟩ := (wellFounded_lt (α := Submodule ℂ V)).has_min
    {M | M ≤ K ∧ M ≠ ⊥ ∧ Stable A M} ⟨K, le_rfl, h0, hK⟩
  refine ⟨M, hMK, hM0, hMs, fun U hU hs => ?_⟩
  by_contra h
  rw [not_or] at h
  exact hmin U ⟨hU.trans hMK, h.1, hs⟩ (lt_of_le_of_ne hU h.2)
```

Q: And why is M of the form V₁ ⊗ w?

A: Some pₐ is nonzero on M. Its kernel in M is stable, hence 0 by minimality; its image is stable, hence V₁. So pₐ: M → V₁ is invertible, and pₐ⁻¹pᵢ has an eigenvector y ≠ 0 in M with eigenvalue cᵢ, because the scalars are complex. The map pᵢ − cᵢpₐ commutes with G and kills y, so by minimality it kills M. Hence, on M,

t = pₐ(t) ⊗ w,  w = Σᵢ cᵢbᵢ.

Since M ≠ 0, w ≠ 0; since pₐ(t) runs over V₁, K contains V₁ ⊗ w. In the proof, `hker` is the minimality argument, `hinj` and `hsurj` make pₐ invertible, and `hc` supplies the cᵢ.

```lean
/-- Let `V₁` and `W` be finite-dimensional. If operators act irreducibly on `V₁`, every nonzero
subspace of `V₁ ⊗ W` stable under their action on the first factor contains `V₁ ⊗ w` for some
nonzero `w`. -/
theorem exists_pure_factor [FiniteDimensional ℂ V₁] [FiniteDimensional ℂ W]
    {σ : ι → End ℂ V₁} (hσ : IsIrreducible σ) (K : Submodule ℂ (V₁ ⊗[ℂ] W))
    (hK : Stable (fun g => TensorProduct.map (σ g) LinearMap.id) K) (h0 : K ≠ ⊥) :
    ∃ w : W, w ≠ 0 ∧ ∀ v : V₁, v ⊗ₜ[ℂ] w ∈ K := by
  obtain ⟨M, hMK, hM0, hMs, hmin⟩ := exists_minimal _ K hK h0
  let b := Module.finBasis ℂ W
  -- an equivariant map that kills one nonzero vector of M kills all of M
  have hker : ∀ q : V₁ ⊗[ℂ] W →ₗ[ℂ] V₁,
      (∀ g t, q (TensorProduct.map (σ g) LinearMap.id t) = σ g (q t)) →
      ∀ x ∈ M, x ≠ 0 → q x = 0 → ∀ t ∈ M, q t = 0 := by
    intro q hq x hx hx0 hqx t ht
    rcases hmin (M ⊓ LinearMap.ker q) inf_le_left (fun g v hv => ⟨hMs g v hv.1,
      LinearMap.mem_ker.2 ((hq g v).trans (by rw [LinearMap.mem_ker.1 hv.2, map_zero]))⟩)
      with h | h
    · have hx' : x ∈ M ⊓ LinearMap.ker q := ⟨hx, hqx⟩
      rw [h] at hx'
      exact absurd ((Submodule.mem_bot ℂ).1 hx') hx0
    · exact LinearMap.mem_ker.1 (h.ge ht).2
  obtain ⟨x, hx, hx0⟩ := (Submodule.ne_bot_iff M).1 hM0
  obtain ⟨a, ha⟩ : ∃ a, component (b.coord a) x ≠ 0 := by
    by_contra! h
    exact hx0 ((sum_component b x).trans
      (Finset.sum_eq_zero fun i _ => by rw [h i, TensorProduct.zero_tmul]))
  -- the component along b a identifies M with V₁
  have hinj : Function.Injective ((component (V₁ := V₁) (b.coord a)).domRestrict M) := by
    rw [injective_iff_map_eq_zero]
    intro y hy
    by_contra hy0
    exact ha (hker _ (fun g t => component_map _ _ t) y y.2
      (fun h => hy0 (Subtype.ext h)) hy x hx)
  have hsurj : Function.Surjective ((component (V₁ := V₁) (b.coord a)).domRestrict M) := by
    rcases hσ.2 (M.map (component (b.coord a))) (by
      rintro g _ ⟨t, ht, rfl⟩
      exact ⟨_, hMs g t ht, component_map _ _ t⟩) with h | h
    · exact absurd ((Submodule.mem_bot ℂ).1 (h.le ⟨x, hx, rfl⟩)) ha
    · intro v
      obtain ⟨t, ht, htv⟩ := h.ge (Submodule.mem_top (x := v))
      exact ⟨⟨t, ht⟩, htv⟩
  obtain ⟨e, he⟩ : ∃ e : M ≃ₗ[ℂ] V₁, ∀ y : M, e y = component (b.coord a) y.1 :=
    ⟨LinearEquiv.ofBijective _ ⟨hinj, hsurj⟩, fun _ => rfl⟩
  have : Nontrivial M := ⟨⟨x, hx⟩, 0, fun h => hx0 (congrArg Subtype.val h)⟩
  -- Schur's argument: all components are proportional on M
  have hc : ∀ i, ∃ c : ℂ, ∀ t ∈ M,
      component (b.coord i) t = c • component (b.coord a) t := by
    intro i
    obtain ⟨c, hc⟩ := Module.End.exists_eigenvalue
      (e.symm.toLinearMap ∘ₗ (component (b.coord i)).domRestrict M : End ℂ M)
    obtain ⟨y, hy⟩ := hc.exists_hasEigenvector
    have h3 : e (e.symm (component (b.coord i) y.1)) = e (c • y) :=
      congrArg e hy.apply_eq_smul
    rw [e.apply_symm_apply, map_smul, he] at h3
    refine ⟨c, fun t ht => sub_eq_zero.1 (hker
      (component (b.coord i) - c • component (b.coord a)) (fun g t => ?_) y.1 y.2
      (fun h => hy.2 (Subtype.ext h)) (sub_eq_zero.2 h3) t ht)⟩
    simp only [LinearMap.sub_apply, LinearMap.smul_apply, component_map, map_sub, map_smul]
  choose c hc using hc
  have hpure : ∀ t ∈ M, t = component (b.coord a) t ⊗ₜ[ℂ] ∑ i, c i • b i := by
    intro t ht
    refine (sum_component b t).trans ?_
    rw [TensorProduct.tmul_sum]
    exact Finset.sum_congr rfl fun i _ => by rw [hc i t ht, TensorProduct.smul_tmul]
  refine ⟨∑ i, c i • b i, fun h => hx0 ?_, fun v => ?_⟩
  · exact (hpure x hx).trans (by rw [h, TensorProduct.tmul_zero])
  · obtain ⟨y, rfl⟩ := e.surjective v
    rw [he, ← hpure y.1 y.2]
    exact hMK y.2
```

Q: Does every pair of species give a species of G × H?

A: Yes, for finite-dimensional factors. A nonzero stable K contains some V₁ ⊗ w with w ≠ 0. All w with V₁ ⊗ w ⊆ K form an H-stable subspace, which must be W, so K is everything.

```lean
/-- The outer product of finite-dimensional irreducible representations of `G` and `H` is an
irreducible representation of `G × H`. -/
theorem outerProduct_irreducible [FiniteDimensional ℂ V₁] [FiniteDimensional ℂ W]
    (σ : G →* End ℂ V₁) (τ : H →* End ℂ W) (hσ : IsIrreducible (⇑σ))
    (hτ : IsIrreducible (⇑τ)) : IsIrreducible (⇑(outerProduct σ τ)) := by
  have := hσ.1
  have := hτ.1
  refine ⟨Module.nontrivial_of_finrank_pos (R := ℂ) (by
    rw [Module.finrank_tensorProduct]
    exact Nat.mul_pos Module.finrank_pos Module.finrank_pos), fun K hK => ?_⟩
  by_cases h0 : K = ⊥
  · exact Or.inl h0
  obtain ⟨w, hw0, hw⟩ := exists_pure_factor hσ K (fun g t ht => by
    have h := hK (g, 1) t ht
    change TensorProduct.map (σ g) (τ 1) t ∈ K at h
    rw [map_one τ] at h
    exact h) h0
  -- the vectors w with V₁ ⊗ w inside K form an H-stable subspace
  let U : Submodule ℂ W :=
    { carrier := {w | ∀ v : V₁, v ⊗ₜ[ℂ] w ∈ K}
      add_mem' := fun ha hb v => by
        rw [TensorProduct.tmul_add]; exact K.add_mem (ha v) (hb v)
      zero_mem' := fun v => by rw [TensorProduct.tmul_zero]; exact K.zero_mem
      smul_mem' := fun c x hx v => by
        rw [TensorProduct.tmul_smul]; exact K.smul_mem c (hx v) }
  rcases hτ.2 U (fun h x hx v => by
    have h1 := hK (1, h) _ (hx v)
    change (σ 1 v) ⊗ₜ[ℂ] (τ h x) ∈ K at h1
    rw [map_one σ] at h1
    exact h1) with h | h
  · exact absurd ((Submodule.mem_bot ℂ).1 (h.le hw)) hw0
  · refine Or.inr (eq_top_iff.2 fun t _ => ?_)
    induction t using TensorProduct.induction_on with
    | zero => exact K.zero_mem
    | tmul v x => exact h.ge (Submodule.mem_top (x := x)) v
    | add a b ha hb => exact K.add_mem (ha Submodule.mem_top) (hb Submodule.mem_top)
```

Q: Now start from V. Where do the factors come from?

A: Let V₁ be a minimal nonzero G-stable subspace of V, σ the action of G on it, and V₂ the space of linear maps f: V₁ → V with

f(σ(g)v) = ρ(g,1)f(v).

H acts by (τ(h)f)(v) = ρ(1,h)f(v). This is again an intertwiner, because ρ(g,1) and ρ(1,h) commute.

```lean
/-- The operations of `G` and of `H` can be applied in either order. -/
theorem apply_split (ρ : G × H →* End ℂ V) (g : G) (h : H) (x : V) :
    ρ (g, 1) (ρ (1, h) x) = ρ (g, h) x ∧ ρ (1, h) (ρ (g, 1) x) = ρ (g, h) x := by
  constructor
  · change (ρ (g, 1) * ρ (1, h)) x = _
    rw [← map_mul, Prod.mk_mul_mk, mul_one, one_mul]
  · change (ρ (1, h) * ρ (g, 1)) x = _
    rw [← map_mul, Prod.mk_mul_mk, mul_one, one_mul]

/-- The linear maps from `V₁` to `V` that commute with the action of `G`. -/
def intertwiners (σ : G →* End ℂ V₁) (ρ : G × H →* End ℂ V) : Submodule ℂ (V₁ →ₗ[ℂ] V) where
  carrier := {f | ∀ g v, f (σ g v) = ρ (g, 1) (f v)}
  add_mem' ha hb g v := by
    rw [LinearMap.add_apply, LinearMap.add_apply, ha g v, hb g v, map_add]
  zero_mem' g v := by simp
  smul_mem' c f hf g v := by
    rw [LinearMap.smul_apply, LinearMap.smul_apply, hf g v, map_smul]

/-- The group `H` acts on the intertwiners by composition. -/
def intertwinerRep (σ : G →* End ℂ V₁) (ρ : G × H →* End ℂ V) :
    H →* End ℂ (intertwiners σ ρ) where
  toFun h :=
    { toFun := fun f => ⟨ρ (1, h) ∘ₗ f.1, fun g v => by
        have hf : f.1 (σ g v) = ρ (g, 1) (f.1 v) := f.2 g v
        change ρ (1, h) (f.1 (σ g v)) = ρ (g, 1) (ρ (1, h) (f.1 v))
        rw [hf, (apply_split ρ g h _).1, (apply_split ρ g h _).2]⟩
      map_add' := fun a b => Subtype.ext (LinearMap.ext fun v => map_add (ρ (1, h)) _ _)
      map_smul' := fun c a => Subtype.ext (LinearMap.ext fun v => map_smul (ρ (1, h)) _ _) }
  map_one' := LinearMap.ext fun f => Subtype.ext (LinearMap.ext fun v => by
    change ρ 1 (f.1 v) = f.1 v
    rw [map_one]; rfl)
  map_mul' h k := LinearMap.ext fun f => Subtype.ext (LinearMap.ext fun v => by
    change ρ (1, h * k) (f.1 v) = (ρ (1, h) * ρ (1, k)) (f.1 v)
    rw [← map_mul, Prod.mk_mul_mk, one_mul])
```

Q: And the isomorphism?

A: Evaluation, E(v ⊗ f) = f(v). It respects both actions:

E(σ(g)v ⊗ τ(h)f) = ρ(1,h)f(σ(g)v) = ρ(1,h)ρ(g,1)f(v) = ρ(g,h)f(v).

If its kernel were nonzero, the lemma would put V₁ ⊗ f in it for some f ≠ 0. Then f(v) = 0 for all v, a contradiction.

```lean
/-- The evaluation map, which sends `v ⊗ f` to `f v`. -/
def evaluation (σ : G →* End ℂ V₁) (ρ : G × H →* End ℂ V) :
    V₁ ⊗[ℂ] intertwiners σ ρ →ₗ[ℂ] V :=
  TensorProduct.lift (intertwiners σ ρ).subtype.flip

/-- Evaluation commutes with the action of `G × H`. -/
theorem evaluation_equivariant (σ : G →* End ℂ V₁) (ρ : G × H →* End ℂ V) (x : G × H)
    (t : V₁ ⊗[ℂ] intertwiners σ ρ) :
    evaluation σ ρ (outerProduct σ (intertwinerRep σ ρ) x t) = ρ x (evaluation σ ρ t) := by
  induction t using TensorProduct.induction_on with
  | zero => simp only [map_zero]
  | tmul v f =>
    have hf : f.1 (σ x.1 v) = ρ (x.1, 1) (f.1 v) := f.2 x.1 v
    change ρ (1, x.2) (f.1 (σ x.1 v)) = ρ x (f.1 v)
    rw [hf, (apply_split ρ x.1 x.2 _).2]
  | add a b ha hb => simp only [map_add, ha, hb]

/-- Evaluation is injective when `V₁` and `V` are finite-dimensional and `V₁` is irreducible. -/
theorem evaluation_injective [FiniteDimensional ℂ V] [FiniteDimensional ℂ V₁]
    (σ : G →* End ℂ V₁) (ρ : G × H →* End ℂ V) (hσ : IsIrreducible (⇑σ)) :
    Function.Injective (evaluation σ ρ) := by
  rw [← LinearMap.ker_eq_bot]
  by_contra h0
  obtain ⟨f, hf0, hf⟩ := exists_pure_factor hσ _ (fun g t ht => by
    have h := evaluation_equivariant σ ρ (g, 1) t
    change evaluation σ ρ (TensorProduct.map (σ g) (intertwinerRep σ ρ 1) t) = _ at h
    rw [map_one (intertwinerRep σ ρ), LinearMap.mem_ker.1 ht, map_zero] at h
    exact LinearMap.mem_ker.2 h) h0
  exact hf0 (Subtype.ext (LinearMap.ext fun v => LinearMap.mem_ker.1 (hf v)))
```

Q: Is V₂ irreducible, or merely what is left over?

A: Irreducible. Once E is bijective, V ≠ 0 gives V₂ ≠ 0. For an H-stable U ⊆ V₂, E(V₁ ⊗ U) is stable under G × H, so it is 0 or V. If 0, every f in U vanishes. If V, then

dim V₁ · dim U ≥ dim V = dim V₁ · dim V₂,

so U = V₂.

```lean
/-- Let `V₁` and `W` be finite-dimensional. If `V₁ ⊗ W` is nonzero and `V₁ ⊗ U` has at least its
dimension, the subspace `U` is all of `W`. -/
theorem eq_top_of_finrank_tensor [FiniteDimensional ℂ W] (U : Submodule ℂ W)
    (h : finrank ℂ V₁ * finrank ℂ W ≤ finrank ℂ (V₁ ⊗[ℂ] U))
    (hpos : 0 < finrank ℂ V₁ * finrank ℂ W) : U = ⊤ := by
  rw [Module.finrank_tensorProduct] at h
  have h1 : 0 < finrank ℂ V₁ := Nat.pos_of_ne_zero fun h0 => by
    rw [h0, zero_mul] at hpos
    exact lt_irrefl _ hpos
  exact Submodule.eq_top_of_finrank_eq
    (le_antisymm (Submodule.finrank_le U) (Nat.le_of_mul_le_mul_left h h1))

/-- Let `V₁` and `V` be finite-dimensional. If `V` is irreducible and evaluation is bijective, `H`
acts irreducibly on the intertwiners. -/
theorem intertwinerRep_irreducible [FiniteDimensional ℂ V] [FiniteDimensional ℂ V₁]
    (σ : G →* End ℂ V₁) (ρ : G × H →* End ℂ V) (hρ : IsIrreducible (⇑ρ))
    (hb : Function.Bijective (evaluation σ ρ)) : IsIrreducible (⇑(intertwinerRep σ ρ)) := by
  have := hρ.1
  have hd := (LinearEquiv.ofBijective _ hb).finrank_eq
  rw [Module.finrank_tensorProduct] at hd
  have hpos : 0 < finrank ℂ V := Module.finrank_pos
  rw [← hd] at hpos
  refine ⟨Module.nontrivial_of_finrank_pos (R := ℂ)
    (Nat.pos_of_ne_zero fun h => by simp [h] at hpos), fun U hU => ?_⟩
  -- the vectors reached from U form a stable subspace of V
  let q := evaluation σ ρ ∘ₗ LinearMap.lTensor V₁ U.subtype
  rcases hρ.2 (LinearMap.range q) (by
    rintro x _ ⟨t, rfl⟩
    induction t using TensorProduct.induction_on with
    | zero => simp only [map_zero]; exact Submodule.zero_mem _
    | tmul v f =>
      exact ⟨σ x.1 v ⊗ₜ[ℂ] ⟨intertwinerRep σ ρ x.2 f.1, hU x.2 f.1 f.2⟩,
        evaluation_equivariant σ ρ x (v ⊗ₜ[ℂ] f.1)⟩
    | add a b ha hb => simp only [map_add]; exact Submodule.add_mem _ ha hb) with h | h
  · refine Or.inl ((Submodule.eq_bot_iff U).2 fun f hf => Subtype.ext (LinearMap.ext fun v => ?_))
    exact (Submodule.mem_bot ℂ).1 (h.le ⟨v ⊗ₜ[ℂ] ⟨f, hf⟩, rfl⟩)
  · have hle := LinearMap.finrank_range_le q
    rw [h, finrank_top, ← hd] at hle
    exact Or.inr (eq_top_of_finrank_tensor (V₁ := V₁) U hle hpos)
```

Q: What remains, and what exactly does the final theorem promise?

A: Surjectivity remains. The range of E is stable and contains V₁, through the inclusion V₁ → V, so it is V. The theorem then supplies the spaces, the representations `σ` and `τ`, both irreducible, and a linear isomorphism `e` with `e (outerProduct σ τ x t) = ρ x (e t)` for every x = (g, h). It does not state that the factors are unique up to isomorphism, and it does not treat infinite-dimensional representations.

```lean
/-- Every finite-dimensional irreducible complex representation of `G × H` is isomorphic to the
outer product of an irreducible representation of `G` and one of `H`. -/
theorem exists_tensor_factors [FiniteDimensional ℂ V] (ρ : G × H →* End ℂ V)
    (hρ : IsIrreducible (⇑ρ)) :
    ∃ (V₁ V₂ : Type u) (_ : AddCommGroup V₁) (_ : Module ℂ V₁) (_ : AddCommGroup V₂)
      (_ : Module ℂ V₂) (σ : G →* End ℂ V₁) (τ : H →* End ℂ V₂) (e : V₁ ⊗[ℂ] V₂ ≃ₗ[ℂ] V),
      FiniteDimensional ℂ V₁ ∧ FiniteDimensional ℂ V₂ ∧
      IsIrreducible (⇑σ) ∧ IsIrreducible (⇑τ) ∧
      ∀ x t, e (outerProduct σ τ x t) = ρ x (e t) := by
  have := hρ.1
  -- V₁ is a minimal nonzero G-stable subspace M of V
  obtain ⟨M, -, hM0, hMs, hmin⟩ := exists_minimal (⇑(ρ.comp (MonoidHom.inl G H))) ⊤
    (fun _ _ _ => Submodule.mem_top) bot_ne_top.symm
  obtain ⟨x, hx, hx0⟩ := (Submodule.ne_bot_iff M).1 hM0
  let σ := subrep (ρ.comp (MonoidHom.inl G H)) M hMs
  have hσ : IsIrreducible (⇑σ) := by
    refine ⟨⟨⟨x, hx⟩, 0, fun h => hx0 (congrArg Subtype.val h)⟩, fun U hU => ?_⟩
    rcases hmin (U.map M.subtype) (Submodule.map_subtype_le M U) (by
      rintro g _ ⟨y, hy, rfl⟩
      exact ⟨σ g y, hU g y hy, rfl⟩) with h | h
    · exact Or.inl ((Submodule.eq_bot_iff U).2 fun y hy =>
        Subtype.ext ((Submodule.mem_bot ℂ).1 (h.le ⟨y, hy, rfl⟩)))
    · refine Or.inr (eq_top_iff.2 fun y _ => ?_)
      obtain ⟨z, hz, hzy⟩ := h.ge y.2
      have hzy' : z = y := Subtype.ext hzy
      exact hzy' ▸ hz
  -- the image of evaluation is stable and contains M, so it is all of V
  have hsurj : Function.Surjective (evaluation σ ρ) := by
    rw [← LinearMap.range_eq_top]
    refine (hρ.2 (LinearMap.range (evaluation σ ρ)) ?_).resolve_left fun h => ?_
    · rintro y _ ⟨t, rfl⟩
      exact ⟨_, evaluation_equivariant σ ρ y t⟩
    · let f : intertwiners σ ρ := ⟨M.subtype, fun _ _ => rfl⟩
      exact hx0 ((Submodule.mem_bot ℂ).1 (h.le ⟨(⟨x, hx⟩ : M) ⊗ₜ[ℂ] f, rfl⟩))
  have hb : Function.Bijective (evaluation σ ρ) := ⟨evaluation_injective σ ρ hσ, hsurj⟩
  exact ⟨M, intertwiners σ ρ, inferInstance, inferInstance, inferInstance, inferInstance,
    σ, intertwinerRep σ ρ, LinearEquiv.ofBijective _ hb, inferInstance, inferInstance, hσ,
    intertwinerRep_irreducible σ ρ hρ hb, fun y t => evaluation_equivariant σ ρ y t⟩

end

end ProductGroupSpecies
```

```lean
#print axioms ProductGroupSpecies.outerProduct_irreducible
-- 'ProductGroupSpecies.outerProduct_irreducible' depends on axioms: [propext, Classical.choice, Quot.sound]
#print axioms ProductGroupSpecies.exists_tensor_factors
-- 'ProductGroupSpecies.exists_tensor_factors' depends on axioms: [propext, Classical.choice, Quot.sound]
```
